# The Hessian of an energy with stationary parameters is E_xx − Bᵀ A⁻¹ B when A is invertible

Let the energy E(x, y) depend on perturbation coordinates x ∈ ℝᵐ and wavefunction parameters y ∈ ℝⁿ. Let y(x) be differentiable near x0, with the y-gradient of E equal to zero at (x, y(x)) for all x near x0, and let E be twice continuously differentiable at (x0, y(x0)). If the y-Hessian A is invertible at that point, then the relaxed energy W(x) = E(x, y(x)) has the Hessian

W_xx = E_xx − Bᵀ A⁻¹ B

at x0. Here E_xx is the Hessian in x at fixed y, and B_ik = ∂²E/∂x_k∂y_i. For a single coordinate, B is one column b and the second derivative is E_xx − bᵀ A⁻¹ b.

In Hartree-Fock theory x can be nuclear displacements or field components, and y a set of non-redundant orbital rotation parameters. The formula is then the one behind coupled-perturbed second derivatives, for finitely many real, unconstrained parameters. E is an arbitrary function with the stated properties; it is not built here from orbitals and integrals.

## The relaxed energy and its stationary branch

In the code `m` and `n` are finite index types, and a vector is a function such as `m → ℝ`.

```lean
import Mathlib

open scoped Matrix Topology

namespace RelaxedHessian

noncomputable section

variable {m n : Type*} [Fintype m] [Fintype n]
```

The parameters follow the coordinates, which turns E into a function of x alone:

W(x) = E(x, y(x)).

```lean
/-- The relaxed energy `W(x) = E(x, y(x))`: the wavefunction parameters `y` follow the
perturbation coordinates `x`. -/
def relaxedEnergy (E : (m → ℝ) × (n → ℝ) → ℝ) (y : (m → ℝ) → (n → ℝ)) (x : m → ℝ) : ℝ :=
  E (x, y x)
```

The assumptions on E and y are collected in `StationaryBranch`. The phrase `∀ᶠ x in 𝓝 x0` means "for all x in some neighbourhood of x0", and `Pi.single i 1` is the unit vector e_i. The third field therefore says

∂E/∂y_i (x, y(x)) = 0 for every i and all x near x0.

Physically, the self-consistent field equations are solved at every nearby geometry or field strength, and the solutions belong to one differentiable family. The stationary point need not be a minimum.

```lean
variable [DecidableEq n]

/-- A stationary branch through `x0`: `E` is twice continuously differentiable at `(x0, y(x0))`,
and near `x0` the parameters `y(x)` are differentiable and make the `y`-gradient of `E` vanish. -/
structure StationaryBranch (E : (m → ℝ) × (n → ℝ) → ℝ) (y : (m → ℝ) → (n → ℝ))
    (x0 : m → ℝ) : Prop where
  smooth : ContDiffAt ℝ 2 E (x0, y x0)
  diff : ∀ᶠ x in 𝓝 x0, DifferentiableAt ℝ y x
  stationary : ∀ᶠ x in 𝓝 x0, ∀ i, fderiv ℝ E (x, y x) (0, Pi.single i 1) = 0
```

Stationarity at x0 alone would not be enough. Take one coordinate and one parameter, with E(x, y) = y²/2, y(x) = x and x0 = 0. The y-gradient is y, which vanishes at x0 but not at neighbouring points of the branch. The relaxed energy is W(x) = x²/2, so W″(0) = 1. The formula would give 0, because E_xx = 0, b = 0 and A = 1.

The y-Hessian has the entries

A_ij = ∂²E/∂y_j∂y_i.

In Lean, `fderiv ℝ (fderiv ℝ E) p` takes two displacements: the gradient of E is differentiated along the first and then evaluated on the second.

```lean
/-- The block `A` of second derivatives of `E` in the wavefunction parameters. -/
def parameterHessian (E : (m → ℝ) × (n → ℝ) → ℝ) (p : (m → ℝ) × (n → ℝ)) : Matrix n n ℝ :=
  Matrix.of fun i j => fderiv ℝ (fderiv ℝ E) p (0, Pi.single j 1) (0, Pi.single i 1)
```

## The first derivative contains no response

Any linear functional L of a joint displacement (u, z) splits into an x-part and a sum over parameter directions:

L(u, z) = L(u, 0) + Σ_j z_j L(0, e_j).

The proof writes (u, z) as the corresponding sum of vectors, checks this component by component, and applies linearity.

```lean
omit [Fintype m] in
/-- A linear functional of a joint displacement `(u, z)` is its value on the displacement `u` of
the coordinates plus a sum over the single parameter directions. -/
theorem displacement_expand (L : (m → ℝ) × (n → ℝ) →L[ℝ] ℝ) (u : m → ℝ) (z : n → ℝ) :
    L (u, z) = L (u, 0) + ∑ j, z j * L (0, Pi.single j 1) := by
  have hz : (u, z) = (u, (0 : n → ℝ)) +
      ∑ j, z j • ((0 : m → ℝ), (Pi.single j 1 : n → ℝ)) := by
    ext i
    · simp [Prod.fst_sum]
    · simp [Prod.snd_sum, Finset.sum_apply, Pi.single_apply]
  rw [hz, map_add, map_sum]
  simp only [map_smul, smul_eq_mul]
```

Now apply the chain rule to W for a displacement v of the coordinates, writing dE for the derivative of E at (x, y(x)) and y′(x) for the Jacobian of y:

dW(x)[v] = dE[v, y′(x)v] = dE[v, 0] + Σ_j (y′(x)v)_j ∂E/∂y_j = dE[v, 0].

The sum vanishes by stationarity. Hence ∂W/∂x_k is the explicit derivative ∂E/∂x_k at fixed parameters, not only at x0 but throughout a neighbourhood, which is what allows a second differentiation.

In the proof, `filter_upwards` restricts x to a neighbourhood where E is smooth, y is differentiable and the stationarity condition holds. The map `ContinuousLinearMap.inl` sends v to (v, 0), and the rewrite with `displacement_expand` isolates the terms that vanish.

```lean
variable {E : (m → ℝ) × (n → ℝ) → ℝ} {y : (m → ℝ) → (n → ℝ)} {x0 : m → ℝ}

/-- Near `x0` on a stationary branch, the gradient of the relaxed energy is the explicit
`x`-gradient of `E` at fixed parameters. -/
theorem relaxed_gradient (h : StationaryBranch E y x0) :
    ∀ᶠ x in 𝓝 x0, HasFDerivAt (relaxedEnergy E y)
      ((fderiv ℝ E (x, y x)).comp (ContinuousLinearMap.inl ℝ (m → ℝ) (n → ℝ))) x := by
  have hc : ContinuousAt (fun x => (x, y x)) x0 :=
    continuousAt_id.prodMk h.diff.self_of_nhds.continuousAt
  have hE := hc.tendsto.eventually (h.smooth.eventually (by simp))
  filter_upwards [hE, h.diff, h.stationary] with x hx hy hs
  have hp : HasFDerivAt (fun x => (x, y x))
      ((ContinuousLinearMap.id ℝ (m → ℝ)).prod (fderiv ℝ y x)) x :=
    (hasFDerivAt_id x).prodMk hy.hasFDerivAt
  have hd : DifferentiableAt ℝ E (x, y x) := hx.differentiableAt (by norm_num)
  have hW := HasFDerivAt.comp x hd.hasFDerivAt hp
  refine HasFDerivAt.congr_fderiv hW (ContinuousLinearMap.ext fun v => ?_)
  change fderiv ℝ E (x, y x) (v, fderiv ℝ y x v) = fderiv ℝ E (x, y x) (v, 0)
  -- the parameter part of the chain rule drops out by stationarity
  rw [displacement_expand]
  simp only [hs, mul_zero, Finset.sum_const_zero, add_zero]
```

## Differentiating the gradient along the branch

The full gradient of E, taken along the branch, is x ↦ dE(x, y(x)). Its derivative at x0 in the direction v is

D²E[(v, y′(x0)v), · ],

where D²E is the second derivative of E at (x0, y(x0)) and the dot marks the slot for the second displacement. Only the first derivative of y enters. Differentiating E(x, y(x)) twice without using stationarity first would produce terms in y″, whose existence has not been assumed.

The proof is the chain rule once more. Twice continuous differentiability of E makes its gradient differentiable.

```lean
/-- Along a stationary branch the full gradient of `E` is differentiable at `x0`, and its
derivative is the full Hessian applied to the joint displacement of `x` and `y(x)`. -/
theorem gradient_along_branch (h : StationaryBranch E y x0) :
    HasFDerivAt (fun x => fderiv ℝ E (x, y x))
      ((fderiv ℝ (fderiv ℝ E) (x0, y x0)).comp
        ((ContinuousLinearMap.id ℝ (m → ℝ)).prod (fderiv ℝ y x0))) x0 := by
  have hp : HasFDerivAt (fun x => (x, y x))
      ((ContinuousLinearMap.id ℝ (m → ℝ)).prod (fderiv ℝ y x0)) x0 :=
    (hasFDerivAt_id x0).prodMk h.diff.self_of_nhds.hasFDerivAt
  have hd : DifferentiableAt ℝ (fderiv ℝ E) (x0, y x0) :=
    (h.smooth.fderiv_right (m := 1) (le_of_eq one_add_one_eq_two)).differentiableAt
      (by norm_num)
  exact HasFDerivAt.comp x0 hd.hasFDerivAt hp
```

The y- and x-components of this one derivative give the response equations and the Hessian. Besides A, four more matrices are needed to write them down. The first is the Hessian of a function of the coordinates,

(W_xx)_kl = ∂²W/∂x_l∂x_k.

```lean
variable [DecidableEq m]

/-- The Hessian matrix of a function of the perturbation coordinates. -/
def hessian (W : (m → ℝ) → ℝ) (x : m → ℝ) : Matrix m m ℝ :=
  Matrix.of fun k l => fderiv ℝ (fderiv ℝ W) x (Pi.single l 1) (Pi.single k 1)
```

The second is the Hessian of E at frozen parameters,

(E_xx)_kl = ∂²E/∂x_l∂x_k.

```lean
/-- The block `E_xx` of second derivatives of `E` in the coordinates at fixed parameters. -/
def frozenHessian (E : (m → ℝ) × (n → ℝ) → ℝ) (p : (m → ℝ) × (n → ℝ)) : Matrix m m ℝ :=
  Matrix.of fun k l => fderiv ℝ (fderiv ℝ E) p (Pi.single l 1, 0) (Pi.single k 1, 0)
```

The third is the mixed block, whose column k says how the y-gradient changes when x_k is changed and y is held fixed:

B_ik = ∂²E/∂x_k∂y_i.

```lean
/-- The mixed block `B`: column `k` is the derivative of the `y`-gradient of `E` with respect to
the coordinate `x_k`. -/
def coupling (E : (m → ℝ) × (n → ℝ) → ℝ) (p : (m → ℝ) × (n → ℝ)) : Matrix n m ℝ :=
  Matrix.of fun i k => fderiv ℝ (fderiv ℝ E) p (Pi.single k 1, 0) (0, Pi.single i 1)
```

The fourth is the first-order response of the parameters,

U_jk = ∂y_j/∂x_k.

```lean
/-- The response matrix `U`: column `k` is the derivative of the parameters `y(x)` with respect
to the coordinate `x_k`. -/
def response (y : (m → ℝ) → (n → ℝ)) (x : m → ℝ) : Matrix n m ℝ :=
  Matrix.of fun j k => fderiv ℝ y x (Pi.single k 1) j
```

## The coupled-perturbed equations

Differentiate the i-th stationarity condition with respect to x_k at x0. The left side is zero along the whole branch near x0, so

0 = d/dx_k [∂E/∂y_i (x, y(x))] = B_ik + Σ_j A_ij U_jk,

or, in matrix form,

A U = −B.

The Lean proof computes the derivative of the condition in two ways. In `h1` it comes from the chain rule; in `h2` it is zero, since the function agrees with the constant 0 near x0. A derivative is unique, which gives `h3`, and `h4` expands the result into the entries of B, A and U.

```lean
/-- Coupled-perturbed equations: on a stationary branch the first-order response of the
parameters obeys `A U = -B`. -/
theorem coupled_perturbed (h : StationaryBranch E y x0) :
    parameterHessian E (x0, y x0) * response y x0 = -coupling E (x0, y x0) := by
  ext i k
  -- differentiate the i-th stationarity condition along the branch
  have h1 := HasFDerivAt.comp x0
    (ContinuousLinearMap.apply ℝ ℝ
      ((0 : m → ℝ), (Pi.single i 1 : n → ℝ))).hasFDerivAt (gradient_along_branch h)
  have h2 : HasFDerivAt (fun x => fderiv ℝ E (x, y x) (0, Pi.single i 1))
      (0 : (m → ℝ) →L[ℝ] ℝ) x0 :=
    (hasFDerivAt_const (0 : ℝ) x0).congr_of_eventuallyEq (h.stationary.mono fun x hx => hx i)
  have h3 : fderiv ℝ (fderiv ℝ E) (x0, y x0)
      (Pi.single k 1, fderiv ℝ y x0 (Pi.single k 1)) (0, Pi.single i 1) = 0 :=
    DFunLike.congr_fun (HasFDerivAt.unique h1 h2) (Pi.single k 1)
  have h4 : fderiv ℝ (fderiv ℝ E) (x0, y x0)
      (Pi.single k 1, fderiv ℝ y x0 (Pi.single k 1)) (0, Pi.single i 1) =
      coupling E (x0, y x0) i k +
        ∑ j, response y x0 j k * parameterHessian E (x0, y x0) i j :=
    displacement_expand ((fderiv ℝ (fderiv ℝ E) (x0, y x0)).flip (0, Pi.single i 1)) _ _
  have h5 : ∑ j, parameterHessian E (x0, y x0) i j * response y x0 j k =
      ∑ j, response y x0 j k * parameterHessian E (x0, y x0) i j :=
    Finset.sum_congr rfl fun j _ => mul_comm _ _
  rw [Matrix.mul_apply, Matrix.neg_apply]
  linarith
```

## The Hessian in terms of the response

Near x0 the gradient of W is the explicit x-gradient of E along the branch. Differentiating its k-th component with respect to x_l gives

(W_xx)_kl = (E_xx)_kl + Σ_j U_jl ∂²E/∂y_j∂x_k.

Mixed second derivatives commute, so the last factor is B_jk, and

W_xx = E_xx + Bᵀ U.

This holds even when A is singular, because the branch and its derivative are given. The theorem also states that the gradient of W is differentiable at x0. That part matters because `fderiv` returns zero where no derivative exists; together with `relaxed_gradient`, which shows that W itself is differentiable near x0, it makes the entries of `hessian` true second derivatives.

In the proof, `hW` transfers the derivative of the explicit gradient to the gradient of W, `h1` and `h2` extract and expand the entry (k, l), and `hs` supplies the symmetry.

```lean
/-- On a stationary branch the gradient of the relaxed energy is differentiable at `x0`, and the
relaxed Hessian is `E_xx + Bᵀ U`. -/
theorem hessian_eq_response (h : StationaryBranch E y x0) :
    DifferentiableAt ℝ (fderiv ℝ (relaxedEnergy E y)) x0 ∧
    hessian (relaxedEnergy E y) x0 =
      frozenHessian E (x0, y x0) + (coupling E (x0, y x0))ᵀ * response y x0 := by
  have hG := HasFDerivAt.comp x0
    ((ContinuousLinearMap.compL ℝ (m → ℝ) ((m → ℝ) × (n → ℝ)) ℝ).flip
      (ContinuousLinearMap.inl ℝ (m → ℝ) (n → ℝ))).hasFDerivAt (gradient_along_branch h)
  have hW := hG.congr_of_eventuallyEq ((relaxed_gradient h).mono fun x hx => hx.fderiv)
  refine ⟨hW.differentiableAt, ?_⟩
  ext k l
  have h1 : hessian (relaxedEnergy E y) x0 k l = fderiv ℝ (fderiv ℝ E) (x0, y x0)
      (Pi.single l 1, fderiv ℝ y x0 (Pi.single l 1)) (Pi.single k 1, 0) := by
    change fderiv ℝ (fderiv ℝ (relaxedEnergy E y)) x0 (Pi.single l 1) (Pi.single k 1) = _
    rw [hW.fderiv]
    rfl
  have h2 := displacement_expand
    ((fderiv ℝ (fderiv ℝ E) (x0, y x0)).flip (Pi.single k 1, 0))
    (Pi.single l 1) (fderiv ℝ y x0 (Pi.single l 1))
  rw [h1, Matrix.add_apply, Matrix.mul_apply]
  refine h2.trans (congrArg₂ (· + ·) rfl (Finset.sum_congr rfl fun j _ => ?_))
  -- mixed second derivatives commute
  have hs : fderiv ℝ (fderiv ℝ E) (x0, y x0) (0, Pi.single j 1) (Pi.single k 1, 0) =
      coupling E (x0, y x0) j k :=
    (h.smooth.isSymmSndFDerivAt (by simp)).eq _ _
  exact (congrArg (fun t => response y x0 j l * t) hs).trans (mul_comm _ _)
```

## Eliminating the response

If det A ≠ 0, the coupled-perturbed equations have the solution

U = −A⁻¹ B,

and insertion into the previous result gives

W_xx = E_xx − Bᵀ A⁻¹ B.

The condition appears in the code as `IsUnit` of the determinant. It means that no parameter direction is annihilated by the y-Hessian. A redundant orbital rotation would violate it, as would a solution exactly at the onset of an instability towards a change of the parameters y. An instability towards orbitals that y cannot describe need not make A singular.

```lean
/-- Relaxed Hessian: on a stationary branch with invertible parameter Hessian `A`, the gradient
of `E(x, y(x))` is differentiable at `x0` and the Hessian is `E_xx - Bᵀ A⁻¹ B`. -/
theorem relaxed_hessian (h : StationaryBranch E y x0)
    (hA : IsUnit (parameterHessian E (x0, y x0)).det) :
    DifferentiableAt ℝ (fderiv ℝ (relaxedEnergy E y)) x0 ∧
    hessian (relaxedEnergy E y) x0 = frozenHessian E (x0, y x0) -
      (coupling E (x0, y x0))ᵀ * (parameterHessian E (x0, y x0))⁻¹ * coupling E (x0, y x0) := by
  -- solve the coupled-perturbed equations for the response
  have hU : response y x0 =
      -((parameterHessian E (x0, y x0))⁻¹ * coupling E (x0, y x0)) := by
    rw [← Matrix.mul_neg, ← coupled_perturbed h, ← Matrix.mul_assoc,
      Matrix.nonsing_inv_mul _ hA, Matrix.one_mul]
  refine ⟨(hessian_eq_response h).1, ?_⟩
  rw [(hessian_eq_response h).2, hU, Matrix.mul_neg, ← Matrix.mul_assoc, sub_eq_add_neg]
```

The diagonal entry for the coordinate x_k, with b the k-th column of B, is

∂²W/∂x_k² = ∂²E/∂x_k² − bᵀ A⁻¹ b.

When there is only one coordinate, this is the whole Hessian.

```lean
/-- For a single coordinate `x_k`, on a stationary branch with invertible `A`, the second
derivative of the relaxed energy is `E_xx - bᵀ A⁻¹ b`, with `b` the `x_k`-derivative of the
`y`-gradient. -/
theorem relaxed_second_derivative (h : StationaryBranch E y x0)
    (hA : IsUnit (parameterHessian E (x0, y x0)).det) (k : m) :
    hessian (relaxedEnergy E y) x0 k k = frozenHessian E (x0, y x0) k k -
      (fun i => coupling E (x0, y x0) i k) ⬝ᵥ
        ((parameterHessian E (x0, y x0))⁻¹ *ᵥ fun i => coupling E (x0, y x0) i k) := by
  rw [(relaxed_hessian h hA).2, Matrix.mul_assoc]
  rfl
```

## Relaxation at a minimum cannot raise the curvature

Suppose that A is positive semidefinite, as it is when y(x0) is a local minimum of E(x0, y). Invertibility is not needed. For any direction v, substitute B = −A U into the Hessian formula:

vᵀ W_xx v = vᵀ E_xx v + (Bv)ᵀ(Uv) = vᵀ E_xx v − (Uv)ᵀ A (Uv) ≤ vᵀ E_xx v.

Within this model, and for such an A, a diagonal force constant computed with relaxed orbitals is therefore never larger than the one at frozen parameters. An off-diagonal force constant can be larger. In the proof, `hq` is the middle equality, and the hypothesis on A is applied to the vector Uv.

```lean
/-- If the parameter Hessian is positive semidefinite on a stationary branch, the curvature of
the relaxed energy in any direction `v` is at most the curvature at frozen parameters. -/
theorem relaxation_lowers_curvature (h : StationaryBranch E y x0)
    (hA : ∀ z : n → ℝ, 0 ≤ z ⬝ᵥ (parameterHessian E (x0, y x0) *ᵥ z)) (v : m → ℝ) :
    v ⬝ᵥ (hessian (relaxedEnergy E y) x0 *ᵥ v) ≤
      v ⬝ᵥ (frozenHessian E (x0, y x0) *ᵥ v) := by
  have hB : coupling E (x0, y x0) = -(parameterHessian E (x0, y x0) * response y x0) := by
    rw [coupled_perturbed h, neg_neg]
  -- the relaxation term is minus the quadratic form of A at the response U v
  have hq : v ⬝ᵥ (((coupling E (x0, y x0))ᵀ * response y x0) *ᵥ v) =
      -((response y x0 *ᵥ v) ⬝ᵥ
        (parameterHessian E (x0, y x0) *ᵥ (response y x0 *ᵥ v))) := by
    rw [← Matrix.mulVec_mulVec, Matrix.dotProduct_mulVec, Matrix.vecMul_transpose, hB,
      Matrix.neg_mulVec, neg_dotProduct, ← Matrix.mulVec_mulVec, dotProduct_comm]
  rw [(hessian_eq_response h).2, Matrix.add_mulVec, dotProduct_add, hq]
  linarith [hA (response y x0 *ᵥ v)]

end

end RelaxedHessian
```

```lean
#print axioms RelaxedHessian.relaxed_hessian
#print axioms RelaxedHessian.relaxed_second_derivative
#print axioms RelaxedHessian.relaxation_lowers_curvature
```

```
'RelaxedHessian.relaxed_hessian' depends on axioms: [propext, Classical.choice, Quot.sound]
'RelaxedHessian.relaxed_second_derivative' depends on axioms: [propext, Classical.choice, Quot.sound]
'RelaxedHessian.relaxation_lowers_curvature' depends on axioms: [propext, Classical.choice, Quot.sound]
```
